# Joint continuity of Re⟨v, Av⟩ in the bounded operator A and the vector v

The theorem `continuous_expect` states that the real number Re⟨v, Av⟩ depends continuously on the pair (A, v), where A is a continuous linear operator on a real or complex inner product space and operators carry the operator-norm topology. For a unit vector v this number is the real part of the expectation value of A; for other nonzero vectors one must divide by ‖v‖² to get the normalised value. The operator need not be self-adjoint, nor the space complete or finite-dimensional. The attempt builds the map from continuous pieces: applying A to v, taking the inner product with v, and taking the real part.

An attempt in Lean 4 with a fault in it:

```lean
import Mathlib

open Filter Topology Asymptotics

namespace ContinuousExpect

noncomputable section

variable {𝕜 E : Type*} [RCLike 𝕜] [NormedAddCommGroup E] [InnerProductSpace 𝕜 E]

/-- The real part of the expectation value `⟨v, A v⟩`, without normalization. -/
def expect (A : E →L[𝕜] E) (v : E) : ℝ := RCLike.re (inner 𝕜 v (A v))

/-- The expectation value is jointly continuous in the operator and the vector. -/
theorem continuous_expect : Continuous fun p : (E →L[𝕜] E) × E => expect p.1 p.2 :=
  RCLike.continuous_re.comp
    (Continuous.inner 𝕜 continuous_snd (continuous_fst.clm_apply continuous_snd))

end

end ContinuousExpect
```

The compiler's answer:

```
Main.lean:17:22: error: Application type mismatch: The argument
  𝕜
has type
  Type u_1
of sort `Type (u_1 + 1)` but is expected to have type
  Continuous[?m.43, PseudoMetricSpace.toUniformSpace.toTopologicalSpace] ?m.44
of sort `Prop` in the application
  Continuous.inner 𝕜
```

Fix (accepted with no message):

```diff
@@ -15,5 +15,5 @@
 theorem continuous_expect : Continuous fun p : (E →L[𝕜] E) × E => expect p.1 p.2 :=
   RCLike.continuous_re.comp
-    (Continuous.inner 𝕜 continuous_snd (continuous_fst.clm_apply continuous_snd))
+    (Continuous.inner continuous_snd (continuous_fst.clm_apply continuous_snd))
 
 end
```

What went wrong. The single error concerns how the scalar field is passed. The function `inner` takes the field as an explicit argument, as in `inner 𝕜 v (A v)` in the definition of `expect`. The lemma `Continuous.inner` does not: its first explicit argument is a proof that the first function in the inner product is continuous. Written as `Continuous.inner 𝕜 ...`, the call puts the type `𝕜` where that proof belongs, and Lean reports that it found a `Type` where it expected a `Continuous` statement, which is a `Prop`.

The diff removes `𝕜` from the call and changes nothing else. Now `continuous_snd` fills the first place, giving continuity of the map to v, and `continuous_fst.clm_apply continuous_snd` fills the second, giving continuity of the map to Av. Lean infers the field for itself, and the composition with `RCLike.continuous_re` goes through as written.
